# One-Body Fermion Operators Commute as Their Matrices Do

The creators and annihilators are taken here as elements of an arbitrary complex algebra, known only through their anticommutation relations. They could also be built as operators on the Fock space of finitely many orbitals. The relations would then be a theorem to prove first, and the algebra would automatically be nonzero, but the commutator formulas would be proved directly for that one representation, and carrying them over to others would take a further argument. With the relations as a hypothesis, the formulas hold in every representation.

Let \(p, q, r, s\) run over a finite set of spin orbitals, and let \(a_p\) and \(c_p\) be elements of a complex algebra with

\[
a_p a_q + a_q a_p = 0,\qquad c_p c_q + c_q c_p = 0,\qquad a_p c_q + c_q a_p = \delta_{pq}.
\]

When each \(c_p\) is the adjoint of \(a_p\), the Kronecker delta expresses that the orbitals are orthonormal; for nonorthogonal orbitals the overlap matrix would then stand in its place. For a complex matrix \(K\), put \(\hat K = \sum_{pq} K_{pq}\, c_p a_q\), and write \([X,Y] = XY - YX\). The claim is that, for all complex matrices \(K, A, B\),

\[
[\hat K, c_r] = \sum_p K_{pr}\, c_p, \qquad [\hat A, \hat B] = \widehat{AB - BA}.
\]

## From anticommutators to commutators

Adding and subtracting \(c_p c_r a_q\) turns the commutator of \(c_p a_q\) with a creator into anticommutators:

\[
[c_p a_q, c_r] = c_p (a_q c_r + c_r a_q) - (c_p c_r + c_r c_p) a_q = \delta_{qr}\, c_p .
\]

For an annihilator, the same device gives

\[
[c_p a_q, a_r] = c_p (a_q a_r + a_r a_q) - (a_r c_p + c_p a_r) a_q = -\delta_{rp}\, a_q .
\]

Multiplying by \(K_{pq}\) and summing over \(p\) and \(q\) yields

\[
[\hat K, c_r] = \sum_p K_{pr}\, c_p, \qquad [\hat K, a_r] = -\sum_q K_{rq}\, a_q .
\]

Creators thus transform with a column of \(K\), annihilators with minus a row. The product rule \([X, YZ] = [X,Y]Z + Y[X,Z]\) now gives

\[
[\hat A, c_p a_q] = \sum_s A_{sp}\, c_s a_q - \sum_s A_{qs}\, c_p a_s .
\]

Multiply by \(B_{pq}\) and sum. In the first term the sum over \(p\) forms a matrix product, in the second the sum over \(q\) does:

\[
[\hat A, \hat B] = \sum_{s,q} (AB)_{sq}\, c_s a_q - \sum_{p,s} (BA)_{ps}\, c_p a_s = \widehat{AB - BA}.
\]

## Orbital rotations and their generators

Applying \([\hat K, \cdot\,]\) to \(c_r\) repeatedly, \(k\) times in all, gives \(\sum_p (K^k)_{pr}\, c_p\). For \(k = 0\) this is \(c_r\), because \(K^0\) is the identity matrix. If it holds for \(k\), one more commutator gives

\[
\sum_p (K^k)_{pr} \sum_s K_{sp}\, c_s = \sum_s (K^{k+1})_{sr}\, c_s .
\]

In a finite-dimensional representation, dividing by \(k!\) and summing over \(k\) leads to \(e^{\hat K} c_r e^{-\hat K} = \sum_p (e^K)_{pr}\, c_p\). When the creators are the adjoints of the annihilators and \(K\) is anti-Hermitian, \(e^K\) is unitary, and the formula describes a rotation of orthonormal orbitals. Self-consistent-field methods can use the elements of such a \(K\) as the variables in which the energy is minimised.

The matrix can be recovered from the operator. Taking the anticommutator of \(a_s\) with \([\hat K, c_r]\) gives

\[
\sum_p K_{pr} (a_s c_p + c_p a_s) = K_{sr}\, 1 .
\]

In a nonzero algebra, different scalars give different multiples of \(1\), so \(\hat K = \hat L\) forces \(K = L\).

Suppose finally that \(c_p = a_p^\dagger\). Then

\[
\hat K^\dagger = \sum_{pq} K_{pq}^*\, a_q^\dagger a_p = \widehat{K^\dagger},
\]

and \(\hat K^\dagger = -\hat K\) says that \(\widehat{K^\dagger} = \widehat{-K}\). In a nonzero algebra this is equivalent to \(K^\dagger = -K\).

Bosonic operators give a neighbouring result. If \(b_p\) and \(b_p^\dagger\) obey the canonical commutation relations, then \([b_p^\dagger b_q, b_r^\dagger] = b_p^\dagger [b_q, b_r^\dagger] + [b_p^\dagger, b_r^\dagger] b_q = \delta_{qr}\, b_p^\dagger\), and similarly \([b_p^\dagger b_q, b_r] = -\delta_{rp}\, b_q\). These are the fermionic formulas again, so the rest of the argument for \([\hat A, \hat B]\) is unchanged. The Lean development below treats fermions only, and it stops at the individual nested commutators without summing the exponential series.

## The anticommutation relations as a structure

The type `n` labels the spin orbitals, and `R` is the algebra, at first only a ring whose multiplication need not commute.

```lean
import Mathlib

open Matrix

namespace OrbitalRotationGenerators

noncomputable section

variable {n R : Type*} [Ring R]
```

The three fields of `IsCAR a c` are the three relations. Nothing in them says that `c p` is the adjoint of `a p`; that enters only where anti-Hermiticity is discussed and in the explicit example at the end.

```lean
/-- The canonical anticommutation relations for annihilators `a p` and creators `c p`. -/
structure IsCAR [DecidableEq n] (a c : n → R) : Prop where
  aa : ∀ p q, a p * a q + a q * a p = 0
  cc : ∀ p q, c p * c q + c q * c p = 0
  ac : ∀ p q, a p * c q + c q * a p = if p = q then 1 else 0
```

The next two theorems are the commutators of a single \(c_p a_q\). In each, `noncomm_ring` confirms the rearrangement into anticommutators, the rewriting step inserts the relations, and the case split evaluates the delta.

```lean
/-- The commutator of the excitation operator `c p * a q` with a creator `c r` is
`c p` if `q = r` and zero otherwise. -/
theorem excitation_comm_creator [DecidableEq n] {a c : n → R} (h : IsCAR a c) (p q r : n) :
    c p * a q * c r - c r * (c p * a q) = if q = r then c p else 0 := by
  calc c p * a q * c r - c r * (c p * a q)
      = c p * (a q * c r + c r * a q) - (c p * c r + c r * c p) * a q := by noncomm_ring
    _ = _ := by rw [h.ac, h.cc]; split_ifs <;> simp

/-- The commutator of the excitation operator `c p * a q` with an annihilator `a r` is
`-a q` if `r = p` and zero otherwise. -/
theorem excitation_comm_annihilator [DecidableEq n] {a c : n → R} (h : IsCAR a c) (p q r : n) :
    c p * a q * a r - a r * (c p * a q) = if r = p then -a q else 0 := by
  calc c p * a q * a r - a r * (c p * a q)
      = c p * (a q * a r + a r * a q) - (a r * c p + c p * a r) * a q := by noncomm_ring
    _ = _ := by rw [h.ac, h.aa]; split_ifs <;> simp
```

## One-body operators and their action

Complex scalars and a finite set of orbitals are now assumed. The expression `oneBody a c K` is \(\hat K\), with the first matrix index on the creator and the second on the annihilator. The algebra itself may be infinite-dimensional.

```lean
variable [Algebra ℂ R] [Fintype n]

/-- The one-body operator `∑ K_pq c_p a_q` of a complex matrix `K`. -/
def oneBody (a c : n → R) (K : Matrix n n ℂ) : R :=
  ∑ p, ∑ q, K p q • (c p * a q)
```

The action on creators follows by moving the products inside the double sum, which exposes the commutator of each \(c_p a_q\). The final `simp` uses the delta to collapse the sum over \(q\).

```lean
/-- The commutator of a one-body operator with the creator `c r` is the combination of
creators given by column `r` of the matrix. -/
theorem oneBody_comm_creator [DecidableEq n] {a c : n → R} (h : IsCAR a c)
    (K : Matrix n n ℂ) (r : n) :
    oneBody a c K * c r - c r * oneBody a c K = ∑ p, K p r • c p := by
  simp only [oneBody, Finset.sum_mul, Finset.mul_sum, smul_mul_assoc, mul_smul_comm,
    ← Finset.sum_sub_distrib, ← smul_sub, excitation_comm_creator h]
  simp
```

For annihilators the delta fixes \(p\), the outer summation index, so the two sums are exchanged before the collapse.

```lean
/-- The commutator of a one-body operator with the annihilator `a r` is minus the combination
of annihilators given by row `r` of the matrix. -/
theorem oneBody_comm_annihilator [DecidableEq n] {a c : n → R} (h : IsCAR a c)
    (K : Matrix n n ℂ) (r : n) :
    oneBody a c K * a r - a r * oneBody a c K = -∑ q, K r q • a q := by
  simp only [oneBody, Finset.sum_mul, Finset.mul_sum, smul_mul_assoc, mul_smul_comm,
    ← Finset.sum_sub_distrib, ← smul_sub, excitation_comm_annihilator h]
  rw [Finset.sum_comm]
  simp
```

## The commutator of two one-body operators

The theorem `oneBody_commutator` is the identity \([\hat A, \hat B] = \widehat{AB - BA}\), with both commutators written out as differences of products. It holds for all complex matrices, with no symmetry required.

The intermediate statement `key` is the product rule applied to \([\hat A, c_p a_q]\), with the two preceding theorems inserted. The main calculation then expands \(\hat B\), substitutes `key`, and reorders the triple sums until the inner ones are the entries of \(AB\) and \(BA\). The last step uses the linearity of \(K \mapsto \hat K\).

```lean
/-- The commutator of two one-body operators is the one-body operator of the commutator of
their matrices. -/
theorem oneBody_commutator [DecidableEq n] {a c : n → R} (h : IsCAR a c)
    (A B : Matrix n n ℂ) :
    oneBody a c A * oneBody a c B - oneBody a c B * oneBody a c A
      = oneBody a c (A * B - B * A) := by
  -- product rule for the commutator with a single excitation operator
  have key : ∀ p q, oneBody a c A * (c p * a q) - c p * a q * oneBody a c A
      = (∑ s, A s p • c s) * a q - c p * ∑ s, A q s • a s := by
    intro p q
    calc oneBody a c A * (c p * a q) - c p * a q * oneBody a c A
        = (oneBody a c A * c p - c p * oneBody a c A) * a q
          + c p * (oneBody a c A * a q - a q * oneBody a c A) := by noncomm_ring
      _ = _ := by
        rw [oneBody_comm_creator h, oneBody_comm_annihilator h, mul_neg, sub_eq_add_neg]
  have hB : oneBody a c B = ∑ p, ∑ q, B p q • (c p * a q) := rfl
  calc oneBody a c A * oneBody a c B - oneBody a c B * oneBody a c A
      = ∑ p, ∑ q, B p q • (oneBody a c A * (c p * a q) - c p * a q * oneBody a c A) := by
        rw [hB]
        simp only [Finset.mul_sum, Finset.sum_mul, mul_smul_comm, smul_mul_assoc, smul_sub,
          Finset.sum_sub_distrib]
    _ = ∑ p, ∑ q, ∑ s, (B p q * A s p) • (c s * a q)
        - ∑ p, ∑ q, ∑ s, (B p q * A q s) • (c p * a s) := by
        simp only [key, smul_sub, Finset.sum_sub_distrib, Finset.sum_mul, Finset.mul_sum,
          Finset.smul_sum, smul_mul_assoc, mul_smul_comm, smul_smul]
    _ = oneBody a c (A * B) - oneBody a c (B * A) := by
        -- the inner sums are matrix products
        simp only [oneBody, Matrix.mul_apply, Finset.sum_smul]
        congr 1
        · rw [Finset.sum_comm]
          refine Eq.trans ?_ Finset.sum_comm
          refine Finset.sum_congr rfl fun q _ => ?_
          rw [Finset.sum_comm]
          refine Finset.sum_congr rfl fun s _ => Finset.sum_congr rfl fun p _ => ?_
          rw [mul_comm (B p q)]
        · exact Finset.sum_congr rfl fun p _ => Finset.sum_comm
    _ = oneBody a c (A * B - B * A) := by
        simp only [oneBody, Matrix.sub_apply, sub_smul, Finset.sum_sub_distrib]
```

## Nested commutators and recovery of the matrix

In `nested_commutator_creator`, the notation `^[k]` means that the map \(X \mapsto [\hat K, X]\) is applied `k` times, starting from `c r`. The proof is the induction given above: `pow_succ'` writes \(K^{k+1}\) as \(K K^k\), and an exchange of sums brings the two sides into agreement.

```lean
/-- The `k`-fold nested commutator of a one-body operator with the creator `c r` is the
combination of creators given by column `r` of the matrix power `K ^ k`. -/
theorem nested_commutator_creator [DecidableEq n] {a c : n → R} (h : IsCAR a c)
    (K : Matrix n n ℂ) (r : n) (k : ℕ) :
    (fun X => oneBody a c K * X - X * oneBody a c K)^[k] (c r) = ∑ p, (K ^ k) p r • c p := by
  induction k with
  | zero => simp [Matrix.one_apply]
  | succ k ih =>
    rw [Function.iterate_succ_apply', ih, pow_succ']
    simp only [Finset.mul_sum, Finset.sum_mul, mul_smul_comm, smul_mul_assoc,
      ← Finset.sum_sub_distrib, ← smul_sub, oneBody_comm_creator h, Finset.smul_sum,
      smul_smul, Matrix.mul_apply, Finset.sum_smul]
    rw [Finset.sum_comm]
    refine Finset.sum_congr rfl fun s _ => Finset.sum_congr rfl fun p _ => ?_
    rw [mul_comm ((K ^ k) p r)]
```

Injectivity carries the additional assumption `Nontrivial R`, meaning that \(1 \neq 0\) in the algebra. Here `key` is the anticommutator that returns \(M_{sr}\) as a multiple of \(1\), which Lean writes as `algebraMap ℂ R (M s r)`. Equal operators therefore have equal matrix elements.

```lean
/-- In a nonzero algebra, different matrices have different one-body operators. -/
theorem oneBody_injective [DecidableEq n] [Nontrivial R] {a c : n → R} (h : IsCAR a c) :
    Function.Injective (oneBody a c) := by
  -- an anticommutator with `a s` reads off the matrix element `M s r`
  have key : ∀ (M : Matrix n n ℂ) (s r : n),
      a s * (oneBody a c M * c r - c r * oneBody a c M)
        + (oneBody a c M * c r - c r * oneBody a c M) * a s = algebraMap ℂ R (M s r) := by
    intro M s r
    rw [oneBody_comm_creator h]
    simp only [Finset.mul_sum, Finset.sum_mul, mul_smul_comm, smul_mul_assoc,
      ← Finset.sum_add_distrib, ← smul_add, h.ac]
    simp [Algebra.algebraMap_eq_smul_one]
  intro K L hKL
  ext s r
  apply (algebraMap ℂ R).injective
  rw [← key K, ← key L, hKL]
```

## Anti-Hermitian operators and matrices

An adjoint operation `star` is now available on the algebra. `StarRing` says that it reverses products, and `StarModule` that it conjugates complex scalars. The creators are set to `star (a p)`, and `Kᴴ` is the conjugate transpose.

The step `hs` proves \(\hat K^\dagger = \widehat{K^\dagger}\), and `hn` proves \(\widehat{-K} = -\hat K\). Injectivity then turns the equation between operators into one between matrices. A real antisymmetric matrix, the usual generator for real orbitals, is a special case of an anti-Hermitian one.

```lean
/-- In a nonzero algebra where the creators are the adjoints of the annihilators, a one-body
operator is anti-Hermitian exactly when its matrix is. -/
theorem oneBody_antiHermitian_iff [DecidableEq n] [Nontrivial R] [StarRing R] [StarModule ℂ R]
    {a : n → R} (h : IsCAR a (fun p => star (a p))) (K : Matrix n n ℂ) :
    star (oneBody a (fun p => star (a p)) K) = -oneBody a (fun p => star (a p)) K
      ↔ Kᴴ = -K := by
  have hs : star (oneBody a (fun p => star (a p)) K) = oneBody a (fun p => star (a p)) Kᴴ := by
    simp only [oneBody, star_sum, star_smul, star_mul, star_star, Matrix.conjTranspose_apply]
    exact Finset.sum_comm
  have hn : oneBody a (fun p => star (a p)) (-K) = -oneBody a (fun p => star (a p)) K := by
    simp [oneBody]
  rw [hs, ← hn]
  exact (oneBody_injective h).eq_iff
```

## Two fermionic modes as explicit matrices

A concrete example shows that the relations can be satisfied in a nonzero algebra with creators that are adjoints of the annihilators. The first matrix empties the first mode, taking 10 to 00 and 11 to 01. The second empties the second mode, taking 01 to 00 and 11 to minus 10. The minus sign makes the two annihilators anticommute.

```lean
/-- Integer matrices of two fermionic annihilators in the occupation basis 00, 01, 10, 11. -/
def modeInt : Fin 2 → Matrix (Fin 4) (Fin 4) ℤ :=
  ![!![0, 0, 1, 0; 0, 0, 0, 1; 0, 0, 0, 0; 0, 0, 0, 0],
    !![0, 1, 0, 0; 0, 0, 0, 0; 0, 0, 0, -1; 0, 0, 0, 0]]
```

The map `toC` reads integer matrices as complex ones and preserves sums and products.

```lean
/-- Integer matrices read as complex matrices. -/
def toC : Matrix (Fin 4) (Fin 4) ℤ →+* Matrix (Fin 4) (Fin 4) ℂ :=
  (Int.castRingHom ℂ).mapMatrix
```

Because the entries are real, the adjoint is the transpose, which is the content of `hs`. The relations are then checked over the integers by direct evaluation with `decide +kernel`, and `toC` carries them to the complex matrices.

```lean
/-- The two explicit annihilators and their adjoints satisfy the canonical anticommutation
relations. -/
theorem isCAR_witness :
    IsCAR (fun p => toC (modeInt p)) (fun p => star (toC (modeInt p))) := by
  have hs : ∀ p, star (toC (modeInt p)) = toC (modeInt p)ᵀ := by
    intro p
    ext i j
    simp [toC, Matrix.star_apply]
  -- the relations are finite checks over the integers
  have haa : ∀ p q, modeInt p * modeInt q + modeInt q * modeInt p = 0 := by decide +kernel
  have hcc : ∀ p q, (modeInt p)ᵀ * (modeInt q)ᵀ + (modeInt q)ᵀ * (modeInt p)ᵀ = 0 := by
    decide +kernel
  have hac : ∀ p q, modeInt p * (modeInt q)ᵀ + (modeInt q)ᵀ * modeInt p
      = if p = q then 1 else 0 := by decide +kernel
  refine ⟨fun p q => ?_, fun p q => ?_, fun p q => ?_⟩
  · simp only [← map_mul, ← map_add, haa, map_zero]
  · simp only [hs, ← map_mul, ← map_add, hcc, map_zero]
  · simp only [hs, ← map_mul, ← map_add, hac, apply_ite toC, map_one, map_zero]

end

end OrbitalRotationGenerators
```

```lean
#print axioms OrbitalRotationGenerators.oneBody_commutator
#print axioms OrbitalRotationGenerators.nested_commutator_creator
#print axioms OrbitalRotationGenerators.oneBody_antiHermitian_iff
```

```
'OrbitalRotationGenerators.oneBody_commutator' depends on axioms: [propext, Classical.choice, Quot.sound]
'OrbitalRotationGenerators.nested_commutator_creator' depends on axioms: [propext, Classical.choice, Quot.sound]
'OrbitalRotationGenerators.oneBody_antiHermitian_iff' depends on axioms: [propext, Classical.choice, Quot.sound]
```
